# At fixed nonzero density difference, the Kohn–Sham gap of a two-electron dimer ensemble increases with the excited-state weight

## Same density, different gap

Sites 0 and 1 of a dimer have energies v/2 and −v/2, and the hopping amplitude is t > 0. The lower and upper Kohn–Sham orbitals are φ and χ, with energies ε₀ ≤ ε₁. My two-electron ensemble gives weight 1 − w to the configuration with φ doubly occupied, and weight w to the one with an electron in each orbital. I write n₁ − n₀ = 2d for the difference of the ensemble site densities.

I fix t = 1 and d = 0.3 and adjust v until the density comes out right. At w = 0 the gap ε₁ − ε₀ is about 2.10, but at w = 0.5 it is 2.50. I thought that a density determined its Kohn–Sham potential, and so its gap. Is my inversion wrong, or does the gap really depend on w when the density doesn't change?

## The potential is unique at each weight, but changes with the weight

Your numbers are right. The density fixes the potential once w is given. The singly excited configuration has a uniform density, so as its weight grows, the ground orbital must become more polarised to keep n₁ − n₀ the same. That takes a larger |v|, and the gap widens.

### From the orbitals to the gap

Write φ₀, φ₁ for the amplitudes of φ on the two sites, likewise for χ, and set

D = φ₁² − φ₀²,  P = φ₀φ₁,  g = ε₁ − ε₀.

In two real dimensions, orthonormality leaves χ = ±(−φ₁, φ₀). Hence χ₀² = φ₁², χ₁² = φ₀² and χ₀χ₁ = −P. The excited configuration has density φᵢ² + χᵢ² = 1 on each site, so only the ground configuration contributes to the difference:

n₁ − n₀ = 2(1 − w)D, and therefore (1 − w)D = d.

The eigenvalue equations for φ are

(v/2)φ₀ − tφ₁ = ε₀φ₀
−tφ₀ − (v/2)φ₁ = ε₀φ₁.

Multiplying them by φ₀ and φ₁ and adding gives ε₀ = −(v/2)D − 2tP. The same step for χ gives ε₁ = (v/2)D + 2tP, so

g = vD + 4tP.

Multiplying the first equation by φ₁ and the second by φ₀, then subtracting, removes the energy:

vP = tD.

Normalisation gives D² + 4P² = (φ₀² + φ₁²)² = 1. Combining these relations,

gD = vD² + 4tDP = v(D² + 4P²) = v
gP = vDP + 4tP² = t(D² + 4P²) = t.

Thus g²(1 − D²) = 4g²P² = 4t². Since g ≥ 0 and D = d/(1 − w), for |d| < 1 − w we get

g = 2t(1 − w)/√((1 − w)² − d²).

The potential is then v = gD, which leaves at most one v. To see that one exists, set D = d/(1 − w), which lies strictly between −1 and 1, and take

φ₀ = √((1 − D)/2),  φ₁ = √((1 + D)/2),  χ = (−φ₁, φ₀),
g = t/(φ₀φ₁),  v = gD.

Substitution shows that these are eigenvectors with energies −g/2 and g/2, and they carry the required density.

For the weight dependence, put u = 1 − w and S = √(u² − d²). Then dS/dw = −u/S, and

dg/dw = 2t(−S + u²/S)/S² = 2t(u² − S²)/S³ = 2td²/S³.

This is positive when d ≠ 0. When d = 0, the potential is zero and the gap is 2t at every weight below 1.

The same relations give the potential in closed form:

v = 2td/√((1 − w)² − d²).

So at fixed d ≠ 0, |v| also grows with w. In your example v rises from about 0.63 to 1.50.

### What the theorems say

`ksMatrix t v` is the dimer Hamiltonian. Its opposite site energies fix the additive constant in the potential. `IsOrbitalPair t v φ χ ε₀ ε₁` says that φ and χ are orthonormal real eigenvectors with ordered energies. `siteDensity` computes the spin-summed ensemble density from the occupations, so the condition (1 − w)D = d is derived from the model.

There are three main results:

- `existsUnique_potential`: if t > 0 and |d| < 1 − w, exactly one real v admits an orbital pair with density difference 2d. The uniqueness concerns v; the orbitals keep their free signs.
- `gap_eq`: under the same conditions, every such orbital pair has the gap `ksGap t d w`, which is the formula above.
- `strictMonoOn_ksGap`: if t > 0 and d ≠ 0, this gap is strictly increasing in w on the range w < 1 − |d|.

The theorems allow every real w < 1 − |d|. An ensemble weight satisfies w ≥ 0. If the excited level is a single state, such as the open-shell singlet, the usual variational principle behind ensemble density functional theory also asks for w ≤ 1/2, so that the excited state does not outweigh the ground state. The strict bound on |d| matters at the edge: if |d| = 1 − w > 0, the ground orbital would sit on a single site, so P = 0, which contradicts gP = t.

The model has two sites, two electrons and a given effective potential. It contains no interaction energy and no exchange-correlation functional. In ensemble density functional theory with one ground and one excited state, the excitation energy is the Kohn–Sham gap plus the derivative of the exchange-correlation energy with respect to w at fixed density; for this dimer, the result describes the first term only. It also compares weights at the same density. If you fix the external potential of an interacting system instead, the ensemble density generally moves with w, and that changes the gap as well.

```lean
import Mathlib

open Matrix

namespace EnsembleKohnShamDimer

noncomputable section

/-- Kohn-Sham Hamiltonian of a dimer with hopping `t` and site energies `v/2` and `-v/2`. -/
def ksMatrix (t v : ℝ) : Matrix (Fin 2) (Fin 2) ℝ := !![v / 2, -t; -t, -v / 2]

/-- `φ` and `χ` are orthonormal Kohn-Sham orbitals with energies `ε₀ ≤ ε₁`. -/
structure IsOrbitalPair (t v : ℝ) (φ χ : Fin 2 → ℝ) (ε₀ ε₁ : ℝ) : Prop where
  norm_ground : φ ⬝ᵥ φ = 1
  norm_excited : χ ⬝ᵥ χ = 1
  orthogonal : φ ⬝ᵥ χ = 0
  eigen_ground : ksMatrix t v *ᵥ φ = ε₀ • φ
  eigen_excited : ksMatrix t v *ᵥ χ = ε₁ • χ
  ordered : ε₀ ≤ ε₁

/-- Two-electron ensemble density on site `i`: weight `1 - w` for the configuration with `φ`
doubly occupied, weight `w` for the one with one electron in each of `φ` and `χ`. -/
def siteDensity (w : ℝ) (φ χ : Fin 2 → ℝ) (i : Fin 2) : ℝ :=
  (1 - w) * (2 * φ i ^ 2) + w * (φ i ^ 2 + χ i ^ 2)

/-- The weight-dependent Kohn-Sham gap at ensemble density difference `2d`, for `t > 0` and
`|d| < 1 - w`. -/
def ksGap (t d w : ℝ) : ℝ := 2 * t * (1 - w) / √((1 - w) ^ 2 - d ^ 2)

/-- The quantity under the root in the gap is positive when `|d| < 1 - w`. -/
theorem radicand_pos {d w : ℝ} (h : |d| < 1 - w) : 0 < (1 - w) ^ 2 - d ^ 2 := by
  obtain ⟨h1, h2⟩ := abs_lt.1 h
  have h3 : 0 < (1 - w - d) * (1 - w + d) := mul_pos (by linarith) (by linarith)
  linarith [show (1 - w - d) * (1 - w + d) = (1 - w) ^ 2 - d ^ 2 by ring]

/-- The Kohn-Sham eigenvalue equation written out site by site. -/
theorem eigen_iff (t v ε : ℝ) (φ : Fin 2 → ℝ) :
    ksMatrix t v *ᵥ φ = ε • φ ↔
      v / 2 * φ 0 - t * φ 1 = ε * φ 0 ∧ -t * φ 0 - v / 2 * φ 1 = ε * φ 1 := by
  have h0 : (ksMatrix t v *ᵥ φ) 0 = v / 2 * φ 0 - t * φ 1 := by
    simp only [Matrix.mulVec, dotProduct, Fin.sum_univ_two]
    show v / 2 * φ 0 + -t * φ 1 = _
    ring
  have h1 : (ksMatrix t v *ᵥ φ) 1 = -t * φ 0 - v / 2 * φ 1 := by
    simp only [Matrix.mulVec, dotProduct, Fin.sum_univ_two]
    show -t * φ 0 + -v / 2 * φ 1 = _
    ring
  simp only [funext_iff, Fin.forall_fin_two, h0, h1, Pi.smul_apply, smul_eq_mul]

/-- The excited orbital has the site weights of the ground orbital interchanged, and the
opposite product of amplitudes. -/
theorem excited_amplitudes {t v ε₀ ε₁ : ℝ} {φ χ : Fin 2 → ℝ}
    (h : IsOrbitalPair t v φ χ ε₀ ε₁) :
    χ 0 ^ 2 = φ 1 ^ 2 ∧ χ 1 ^ 2 = φ 0 ^ 2 ∧ χ 0 * χ 1 = -(φ 0 * φ 1) := by
  have h1 := h.norm_ground
  have h2 := h.norm_excited
  have h3 := h.orthogonal
  simp only [dotProduct, Fin.sum_univ_two] at h1 h2 h3
  have hc : χ 0 ^ 2 = φ 1 ^ 2 := by
    linear_combination (-(χ 0) ^ 2) * h1 + φ 1 ^ 2 * h2 + (φ 0 * χ 0 - φ 1 * χ 1) * h3
  refine ⟨hc, by linear_combination h2 - h1 - hc, ?_⟩
  linear_combination (-(χ 0 * χ 1)) * h1 - φ 0 * φ 1 * h2 + (φ 0 * χ 1 + φ 1 * χ 0) * h3

/-- The ensemble density difference is that of the doubly occupied ground orbital, multiplied by the
factor `1 - w`. -/
theorem density_difference (w : ℝ) {t v ε₀ ε₁ : ℝ} {φ χ : Fin 2 → ℝ}
    (h : IsOrbitalPair t v φ χ ε₀ ε₁) :
    siteDensity w φ χ 1 - siteDensity w φ χ 0 = 2 * ((1 - w) * (φ 1 ^ 2 - φ 0 ^ 2)) := by
  obtain ⟨hc, hs, -⟩ := excited_amplitudes h
  simp only [siteDensity]
  linear_combination w * hs - w * hc

/-- The gap times the ground-orbital density difference is the potential `v`, and the gap times
the product of the ground-orbital amplitudes is the hopping `t`. -/
theorem gap_relations {t v ε₀ ε₁ : ℝ} {φ χ : Fin 2 → ℝ}
    (h : IsOrbitalPair t v φ χ ε₀ ε₁) :
    v = (ε₁ - ε₀) * (φ 1 ^ 2 - φ 0 ^ 2) ∧ (ε₁ - ε₀) * (φ 0 * φ 1) = t := by
  obtain ⟨hc, hs, hcs⟩ := excited_amplitudes h
  obtain ⟨e1, e2⟩ := (eigen_iff _ _ _ _).1 h.eigen_ground
  obtain ⟨f1, f2⟩ := (eigen_iff _ _ _ _).1 h.eigen_excited
  have h1 := h.norm_ground
  have h2 := h.norm_excited
  simp only [dotProduct, Fin.sum_univ_two] at h1 h2
  -- orbital energies as expectation values
  have he : ε₀ = v / 2 * (φ 0 ^ 2 - φ 1 ^ 2) - 2 * t * (φ 0 * φ 1) := by
    linear_combination (-(φ 0)) * e1 - φ 1 * e2 - ε₀ * h1
  have hf : ε₁ = v / 2 * (χ 0 ^ 2 - χ 1 ^ 2) - 2 * t * (χ 0 * χ 1) := by
    linear_combination (-(χ 0)) * f1 - χ 1 * f2 - ε₁ * h2
  have hg : ε₁ - ε₀ = v * (φ 1 ^ 2 - φ 0 ^ 2) + 4 * t * (φ 0 * φ 1) := by
    linear_combination hf - he + v / 2 * (hc - hs) - 2 * t * hcs
  -- eliminating the energy from the ground-orbital equations
  have hk : v * (φ 0 * φ 1) = t * (φ 1 ^ 2 - φ 0 ^ 2) := by
    linear_combination φ 1 * e1 - φ 0 * e2
  rw [hg]
  constructor
  · linear_combination (-v * (1 + φ 0 ^ 2 + φ 1 ^ 2)) * h1 + 4 * (φ 0 * φ 1) * hk
  · linear_combination (φ 1 ^ 2 - φ 0 ^ 2) * hk + t * (1 + φ 0 ^ 2 + φ 1 ^ 2) * h1

/-- Normalised amplitudes `(a, b)` and a gap `g ≥ 0` give an explicit orbital pair of the dimer
with hopping `g a b` and potential `g (b² - a²)`. -/
theorem isOrbitalPair_witness {g a b : ℝ} (hg : 0 ≤ g) (hab : a ^ 2 + b ^ 2 = 1) :
    IsOrbitalPair (g * a * b) (g * (b ^ 2 - a ^ 2)) ![a, b] ![-b, a] (-g / 2) (g / 2) := by
  refine ⟨?_, ?_, ?_, (eigen_iff _ _ _ _).2 ⟨?_, ?_⟩, (eigen_iff _ _ _ _).2 ⟨?_, ?_⟩,
    by linarith⟩
  · simp only [dotProduct, Fin.sum_univ_two]
    show a * a + b * b = 1
    linear_combination hab
  · simp only [dotProduct, Fin.sum_univ_two]
    show -b * -b + a * a = 1
    linear_combination hab
  · simp only [dotProduct, Fin.sum_univ_two]
    show a * -b + b * a = 0
    ring
  · show g * (b ^ 2 - a ^ 2) / 2 * a - g * a * b * b = -g / 2 * a
    linear_combination (-g / 2 * a) * hab
  · show -(g * a * b) * a - g * (b ^ 2 - a ^ 2) / 2 * b = -g / 2 * b
    linear_combination (-g / 2 * b) * hab
  · show g * (b ^ 2 - a ^ 2) / 2 * -b - g * a * b * a = g / 2 * -b
    linear_combination (-g / 2 * b) * hab
  · show -(g * a * b) * -b - g * (b ^ 2 - a ^ 2) / 2 * a = g / 2 * a
    linear_combination (g / 2 * a) * hab

/-- For `t > 0` and `|d| < 1 - w`, Kohn-Sham orbitals with ensemble density difference `2d`
have the gap `2t(1-w)/√((1-w)² - d²)`. -/
theorem gap_eq {t d w v ε₀ ε₁ : ℝ} {φ χ : Fin 2 → ℝ} (ht : 0 < t) (h : |d| < 1 - w)
    (hp : IsOrbitalPair t v φ χ ε₀ ε₁)
    (hn : siteDensity w φ χ 1 - siteDensity w φ χ 0 = 2 * d) :
    ε₁ - ε₀ = ksGap t d w := by
  have hu : 0 < 1 - w := lt_of_le_of_lt (abs_nonneg d) h
  have hR := radicand_pos h
  have hgt := (gap_relations hp).2
  have h1 := hp.norm_ground
  simp only [dotProduct, Fin.sum_univ_two] at h1
  rw [density_difference w hp] at hn
  have hd : (1 - w) * (φ 1 ^ 2 - φ 0 ^ 2) = d := by linarith
  have hg : 0 ≤ ε₁ - ε₀ := sub_nonneg.2 hp.ordered
  rw [ksGap, eq_div_iff (Real.sqrt_pos.2 hR).ne']
  -- both sides are nonnegative, so compare squares
  refine (sq_eq_sq₀ (mul_nonneg hg (Real.sqrt_nonneg _)) (by positivity)).1 ?_
  rw [mul_pow, Real.sq_sqrt hR.le, ← hd, ← hgt]
  linear_combination
    (-((1 - w) ^ 2 * (ε₁ - ε₀) ^ 2) * (1 + φ 0 ^ 2 + φ 1 ^ 2)) * h1

/-- For `t > 0` and `|d| < 1 - w`, exactly one potential `v` yields the ensemble density
difference `2d`. -/
theorem existsUnique_potential {t d w : ℝ} (ht : 0 < t) (h : |d| < 1 - w) :
    ∃! v : ℝ, ∃ (φ χ : Fin 2 → ℝ) (ε₀ ε₁ : ℝ), IsOrbitalPair t v φ χ ε₀ ε₁ ∧
      siteDensity w φ χ 1 - siteDensity w φ χ 0 = 2 * d := by
  have hu : 0 < 1 - w := lt_of_le_of_lt (abs_nonneg d) h
  have hu' : 1 - w ≠ 0 := hu.ne'
  -- the density and the gap together fix the potential
  have key : ∀ v : ℝ, (∃ (φ χ : Fin 2 → ℝ) (ε₀ ε₁ : ℝ), IsOrbitalPair t v φ χ ε₀ ε₁ ∧
      siteDensity w φ χ 1 - siteDensity w φ χ 0 = 2 * d) →
      (1 - w) * v = ksGap t d w * d := by
    rintro v ⟨φ, χ, e, f, hp, hn⟩
    have hg := gap_eq ht h hp hn
    have hv := (gap_relations hp).1
    rw [density_difference w hp] at hn
    rw [← hg]
    linear_combination (1 - w) * hv + (f - e) / 2 * hn
  -- amplitudes that carry the required density
  obtain ⟨h1, h2⟩ := abs_lt.1 h
  have hx1 : d / (1 - w) < 1 := (div_lt_one hu).2 h2
  have hx2 : -1 < d / (1 - w) := by
    rw [lt_div_iff₀ hu]
    linarith
  obtain ⟨a, ha, ha2⟩ : ∃ a : ℝ, 0 < a ∧ a ^ 2 = (1 - d / (1 - w)) / 2 :=
    ⟨√((1 - d / (1 - w)) / 2), Real.sqrt_pos.2 (by linarith), Real.sq_sqrt (by linarith)⟩
  obtain ⟨b, hb, hb2⟩ : ∃ b : ℝ, 0 < b ∧ b ^ 2 = (1 + d / (1 - w)) / 2 :=
    ⟨√((1 + d / (1 - w)) / 2), Real.sqrt_pos.2 (by linarith), Real.sq_sqrt (by linarith)⟩
  have hp := isOrbitalPair_witness (g := t / (a * b)) (a := a) (b := b)
    (by positivity) (by linarith)
  have ht' : t / (a * b) * a * b = t := by field_simp
  rw [ht'] at hp
  have hx : b ^ 2 - a ^ 2 = d / (1 - w) := by linarith
  have hd : (1 - w) * (b ^ 2 - a ^ 2) = d := by
    rw [hx]
    field_simp
  have h0 : siteDensity w ![a, b] ![-b, a] 1 - siteDensity w ![a, b] ![-b, a] 0 = 2 * d := by
    rw [density_difference w hp]
    show 2 * ((1 - w) * (b ^ 2 - a ^ 2)) = 2 * d
    rw [hd]
  refine ⟨t / (a * b) * (b ^ 2 - a ^ 2), ⟨_, _, _, _, hp, h0⟩, fun v hv => ?_⟩
  exact mul_left_cancel₀ hu' ((key v hv).trans (key _ ⟨_, _, _, _, hp, h0⟩).symm)

/-- For `|d| < 1 - w`, the function `ksGap t d` of the ensemble weight has at `w` the derivative
`2td²/((1-w)² - d²)^(3/2)`. -/
theorem hasDerivAt_ksGap (t : ℝ) {d w : ℝ} (h : |d| < 1 - w) :
    HasDerivAt (ksGap t d) (2 * t * d ^ 2 / √((1 - w) ^ 2 - d ^ 2) ^ 3) w := by
  have hR := radicand_pos h
  have hu : HasDerivAt (fun y : ℝ => 1 - y) (-1) w := (hasDerivAt_id' w).const_sub 1
  have hP : HasDerivAt (fun y : ℝ => (1 - y) ^ 2 - d ^ 2) (-2 * (1 - w)) w :=
    ((hu.fun_pow 2).sub_const (d ^ 2)).congr_deriv (by simp)
  have alg : ∀ S : ℝ, S ≠ 0 → S ^ 2 = (1 - w) ^ 2 - d ^ 2 →
      (2 * t * (-1) * S - 2 * t * (1 - w) * (-2 * (1 - w) / (2 * S))) / S ^ 2
        = 2 * t * d ^ 2 / S ^ 3 := by
    intro S hS hS2
    have hr : S * S⁻¹ = 1 := mul_inv_cancel₀ hS
    linear_combination (2 * t * S * S⁻¹ ^ 2) * hr - 2 * t * S⁻¹ ^ 3 * hS2
  have hne := (Real.sqrt_pos.2 hR).ne'
  exact ((hu.const_mul (2 * t)).fun_div (hP.sqrt hR.ne') hne).congr_deriv
    (alg _ hne (Real.sq_sqrt hR.le))

/-- For `t > 0` and fixed `d ≠ 0`, the Kohn-Sham gap increases strictly with the ensemble
weight on the range `w < 1 - |d|`. -/
theorem strictMonoOn_ksGap {t d : ℝ} (ht : 0 < t) (hd : d ≠ 0) :
    StrictMonoOn (ksGap t d) (Set.Iio (1 - |d|)) := by
  have hdom : ∀ w ∈ Set.Iio (1 - |d|), |d| < 1 - w := fun w hw => by
    have := Set.mem_Iio.1 hw
    linarith
  refine strictMonoOn_of_deriv_pos (convex_Iio _)
    (fun w hw => (hasDerivAt_ksGap t (hdom w hw)).continuousAt.continuousWithinAt) ?_
  intro w hw
  rw [interior_Iio] at hw
  have hS := Real.sqrt_pos.2 (radicand_pos (hdom w hw))
  rw [(hasDerivAt_ksGap t (hdom w hw)).deriv]
  exact div_pos (by positivity) (pow_pos hS 3)

end

end EnsembleKohnShamDimer
```

```lean
#print axioms EnsembleKohnShamDimer.existsUnique_potential
#print axioms EnsembleKohnShamDimer.strictMonoOn_ksGap
```

```
'EnsembleKohnShamDimer.existsUnique_potential' depends on axioms: [propext, Classical.choice, Quot.sound]
'EnsembleKohnShamDimer.strictMonoOn_ksGap' depends on axioms: [propext, Classical.choice, Quot.sound]
```

### How the algebra appears in the code

`eigen_iff` turns the matrix equation into the two site equations. `excited_amplitudes` obtains the site weights of χ directly from the two norms and the inner product, without first writing χ = ±(−φ₁, φ₀). Here `linear_combination` names the multiples of the known equations whose sum is the wanted one, and Lean checks the remaining polynomial identity. `density_difference` then gives n₁ − n₀ = 2(1 − w)D.

`gap_relations` follows the elimination above. Its intermediate facts `he` and `hf` are the two orbital energies, `hg` is g = vD + 4tP, and `hk` is vP = tD. The last two lines use normalisation to reach v = gD and gP = t.

In `gap_eq`, the denominator is moved across and the squares of the two sides are compared. This is allowed because both sides are nonnegative, and the ordering ε₀ ≤ ε₁ supplies the sign of g. `radicand_pos` shows that the quantity under the root is positive by factoring it as (1 − w − d)(1 − w + d).

For existence, `isOrbitalPair_witness` verifies the explicit orbitals for any normalised amplitudes (a, b), which stand for (φ₀, φ₁), and any g ≥ 0. `existsUnique_potential` supplies the square-root amplitudes and g = t/(ab). For uniqueness, its step `key` shows that every admissible v satisfies (1 − w)v = `ksGap t d w * d`; cancelling the nonzero factor 1 − w makes any two such potentials equal.

Finally, `hasDerivAt_ksGap` applies the quotient and square-root rules, and its step `alg` simplifies the result to 2td²/S³. `strictMonoOn_ksGap` combines the positive derivative with continuity on the interval w < 1 − |d| to conclude strict growth.
